# With two occupied bands and T² = −1, the Wilson loop on a time-reversal-symmetric line has a single, doubly degenerate occupied eigenvalue

I have a two-dimensional insulator with time-reversal symmetry, spin-orbit coupling and two occupied bands. At \(k_y=0\) I multiply the occupied-band projections along \(k_x\) and read the Wannier centres from the eigenvalue phases. The two centres coincide. But Kramers' theorem gives degenerate energies only at \(k_x=0\) and \(\pi\), and most points of my loop are neither. On a coarse mesh the product isn't even unitary. Is the coincidence exact, or does it only emerge as the mesh is refined?

## Time reversal turns the loop into its adjoint

It is exact on any uniform mesh \(k_j=2\pi j/N\). The degeneracy belongs to the loop product as a whole, so the intermediate points need no degenerate energies.

Write \(Tv=U\bar v\) with \(U\) unitary and \(T^2=-1\), and let \(P_j\) be the occupied projection at \(k_j\). I use a tight-binding basis whose Bloch phases depend only on the unit cell, not on where an orbital sits inside it, so that \(P_{j+N}=P_j\). Time-reversal symmetry gives \(TP_jT^{-1}=P_{-j}\) at \(k_y=0\), and equally at \(k_y=\pi\), which is equivalent to \(-\pi\). The loop is \(W=P_0P_1\cdots P_{N-1}P_0\). Since \(T\) respects products and the \(P_j\) are Hermitian,

\[
TWT^{-1}=P_0P_{N-1}\cdots P_1P_0=W^\dagger .
\]

Antiunitarity means \(\langle Tx,Ty\rangle=\langle y,x\rangle\). Hence, for all \(x,y\),

\[
\langle Tx,WTy\rangle=\langle W^\dagger Tx,Ty\rangle=\langle TWx,Ty\rangle=\langle y,Wx\rangle .
\]

- For \(x=v,\ y=Tv\), this reads \(-\langle Tv,Wv\rangle=\langle Tv,Wv\rangle\), so this element vanishes.
- For \(x=Tv,\ y=v\), it gives \(\langle v,WTv\rangle=0\) in the same way.
- For \(x=y=v\), it gives \(\langle Tv,WTv\rangle=\langle v,Wv\rangle\).

The same argument with the identity in place of \(W\) shows that \(v\) and \(Tv\) are orthogonal and equally long.

Now take an occupied \(v\neq0\), meaning \(P_0v=v\). Because \(TP_0T^{-1}=P_0\), the state \(Tv\) is occupied too. Let \(V\) have columns \(v,Tv\), and set \(s=\langle v,v\rangle\), \(c=\langle v,Wv\rangle\). Then \(V^\dagger V=s\,1\) and \(V^\dagger WV=c\,1\). The remainder \(D=P_0-VV^\dagger/s\) satisfies

\[
D^\dagger D=P_0-\frac{2}{s}VV^\dagger+\frac{1}{s^2}VV^\dagger VV^\dagger=D,\qquad \operatorname{tr}D=2-2=0 .
\]

So \(\operatorname{tr}D^\dagger D=0\), which forces \(D=0\) and \(P_0=VV^\dagger/s\). Therefore

\[
W=P_0WP_0=\frac{1}{s^2}V(V^\dagger WV)V^\dagger=\frac cs P_0 ,
\]

and taking the trace gives \(c/s=\operatorname{tr}W/2\).

In the Lean code, `n` is the index type of the orbitals, not their number. `timeReversal U` is \(T\), `reversed U A` is \(TAT^{-1}=U\bar AU^\dagger\), and `IsKramers U` says that \(U\) is unitary and \(T^2=-1\). The mesh labels live in `ZMod N`, which builds in periodicity; `wilsonLoop P` is \(W\), with \(P_0\) at both ends. For `N = 0` the labels are the integers and the loop is just \(P_0\).

The main theorem, `wilsonLoop_eq_scalar`, states \(W=(\operatorname{tr}W/2)P_0\). It asks only \(P_0\) to be a projection of trace 2, that is, of rank 2; the other \(P_j\) need only be Hermitian and obey the symmetry. `wannier_eigenvalue` adds that any eigenvalue with an eigenvector in the range of \(P_0\) is \(\operatorname{tr}W/2\).

```lean
import Mathlib

open Matrix
open scoped ComplexOrder

namespace WilsonLoopKramers

noncomputable section

variable {n : Type*} [Fintype n] [DecidableEq n] {N : ℕ}

/-- The antilinear map `T v = U v*`: complex conjugation followed by the matrix `U`. -/
def timeReversal (U : Matrix n n ℂ) (v : n → ℂ) : n → ℂ := U *ᵥ star v

/-- The transformed operator `U A* U†`, which is `T A T⁻¹` when `U` is unitary. -/
def reversed (U A : Matrix n n ℂ) : Matrix n n ℂ := U * A.map star * Uᴴ

/-- `T` is antiunitary and squares to `-1`. -/
structure IsKramers (U : Matrix n n ℂ) : Prop where
  unitary : Uᴴ * U = 1
  square : ∀ v, timeReversal U (timeReversal U v) = -v

/-- The ordered product `P_a P_(a+1) ... P_(a+k)` along the discretised Brillouin zone. -/
def wilsonLine (P : ZMod N → Matrix n n ℂ) (a : ZMod N) : ℕ → Matrix n n ℂ
  | 0 => P a
  | k + 1 => wilsonLine P a k * P (a + ((k + 1 : ℕ) : ZMod N))

/-- The closed loop product `W = P_0 P_1 ... P_(N-1) P_0` for `N ≥ 1`; for `N = 0` it is `P_0`. -/
def wilsonLoop (P : ZMod N → Matrix n n ℂ) : Matrix n n ℂ := wilsonLine P 0 N

/-- The two columns `v` and `T v`. -/
def kramersFrame (U : Matrix n n ℂ) (v : n → ℂ) : Matrix n (Fin 2) ℂ :=
  Matrix.of fun i => ![v i, timeReversal U v i]

/-- For unitary `U`, time reversal exchanges the arguments of the inner product. -/
theorem inner_timeReversal {U : Matrix n n ℂ} (hU : Uᴴ * U = 1) (x y : n → ℂ) :
    star (timeReversal U x) ⬝ᵥ timeReversal U y = star y ⬝ᵥ x := by
  unfold timeReversal
  rw [Matrix.star_mulVec, star_star, ← Matrix.dotProduct_mulVec, Matrix.mulVec_mulVec, hU,
    Matrix.one_mulVec, dotProduct_comm]

/-- For unitary `U`, the transformed operator acts on `T v` as `T` acts on `A v`. -/
theorem reversed_mulVec {U : Matrix n n ℂ} (hU : Uᴴ * U = 1) (A : Matrix n n ℂ) (v : n → ℂ) :
    reversed U A *ᵥ timeReversal U v = timeReversal U (A *ᵥ v) := by
  have h : star (A *ᵥ v) = A.map star *ᵥ star v := by
    ext i
    simp [Matrix.mulVec, dotProduct]
  unfold reversed timeReversal
  rw [h, Matrix.mulVec_mulVec, Matrix.mulVec_mulVec, Matrix.mul_assoc (U * A.map star) Uᴴ U,
    hU, Matrix.mul_one]

/-- For unitary `U`, time reversal respects products of operators. -/
theorem reversed_mul {U : Matrix n n ℂ} (hU : Uᴴ * U = 1) (A B : Matrix n n ℂ) :
    reversed U (A * B) = reversed U A * reversed U B := by
  have h : (A * B).map star = A.map star * B.map star := by
    ext i j
    simp [Matrix.mul_apply]
  have e : reversed U A * reversed U B = U * A.map star * (Uᴴ * U) * B.map star * Uᴴ := by
    unfold reversed
    noncomm_ring
  rw [e, hU, reversed, h]
  noncomm_ring

/-- If `T` is antiunitary with `T² = -1`, and `T A T⁻¹ = A†`, then the matrix of `A` between the
states `v` and `T v` is `⟨v, A v⟩` times the identity. -/
theorem kramersFrame_scalar {U A : Matrix n n ℂ} (hK : IsKramers U)
    (hA : reversed U A = Aᴴ) (v : n → ℂ) :
    (kramersFrame U v)ᴴ * A * kramersFrame U v = (star v ⬝ᵥ A *ᵥ v) • 1 := by
  -- antiunitarity moves `A` across the inner product
  have move : ∀ x y : n → ℂ,
      star (timeReversal U x) ⬝ᵥ A *ᵥ timeReversal U y = star y ⬝ᵥ A *ᵥ x := by
    intro x y
    have h := inner_timeReversal hK.unitary (A *ᵥ x) y
    rwa [← reversed_mulVec hK.unitary A x, hA, Matrix.star_mulVec,
      Matrix.conjTranspose_conjTranspose, ← Matrix.dotProduct_mulVec] at h
  -- `T² = -1` makes the off-diagonal elements equal to their own negatives
  have h1 : star (timeReversal U v) ⬝ᵥ A *ᵥ v = 0 := by
    have h := move v (timeReversal U v)
    rw [hK.square, Matrix.mulVec_neg, dotProduct_neg] at h
    linear_combination (-1 / 2 : ℂ) * h
  have h2 : star v ⬝ᵥ A *ᵥ timeReversal U v = 0 := by
    have h := move (timeReversal U v) v
    rw [hK.square, star_neg, neg_dotProduct] at h
    linear_combination (-1 / 2 : ℂ) * h
  have e : ∀ i j, ((kramersFrame U v)ᴴ * A * kramersFrame U v) i j =
      star (fun k => kramersFrame U v k i) ⬝ᵥ A *ᵥ (fun k => kramersFrame U v k j) := by
    intro i j
    rw [Matrix.mul_assoc]
    rfl
  ext i j
  rw [e]
  fin_cases i <;> fin_cases j
  · change star v ⬝ᵥ A *ᵥ v = _
    simp
  · change star v ⬝ᵥ A *ᵥ timeReversal U v = _
    rw [h2]
    simp
  · change star (timeReversal U v) ⬝ᵥ A *ᵥ v = _
    rw [h1]
    simp
  · change star (timeReversal U v) ⬝ᵥ A *ᵥ timeReversal U v = _
    rw [move]
    simp

/-- Let `T` be antiunitary with `T² = -1`, and let `P` be a `T`-invariant orthogonal projection of
trace 2. An operator with `P W = W` and `T W T⁻¹ = W†` is `(tr W / 2) P`. -/
theorem scalar_of_reversed {U P W : Matrix n n ℂ} (hK : IsKramers U) (hH : P.IsHermitian)
    (hPP : P * P = P) (htr : P.trace = 2) (hP : reversed U P = P)
    (hPW : P * W = W) (hW : reversed U W = Wᴴ) : W = (W.trace / 2) • P := by
  have hWP : W * P = W := by
    have h := congrArg (reversed U) hPW
    rw [reversed_mul hK.unitary, hP, hW] at h
    simpa [hH.eq] using congrArg Matrix.conjTranspose h
  -- choose an occupied state; its Kramers partner is occupied too
  obtain ⟨v, hv0, hv⟩ : ∃ v, v ≠ 0 ∧ P *ᵥ v = v := by
    by_contra! h
    have hz : ∀ x, P *ᵥ x = 0 := fun x => by
      by_contra hx
      exact h _ hx (by rw [Matrix.mulVec_mulVec, hPP])
    have : P = 0 := by
      ext i j
      simpa using congrFun (hz (Pi.single j 1)) i
    simp [this] at htr
  have hTv : P *ᵥ timeReversal U v = timeReversal U v := by
    have h := reversed_mulVec hK.unitary P v
    rwa [hP, hv] at h
  have hPV : P * kramersFrame U v = kramersFrame U v := by
    ext i j
    fin_cases j
    · exact congrFun hv i
    · exact congrFun hTv i
  have hG := kramersFrame_scalar (A := 1) hK (by
    rw [reversed, Matrix.map_one _ (star_zero _) (star_one _), Matrix.mul_one,
      Matrix.conjTranspose_one]
    exact mul_eq_one_comm.mp hK.unitary) v
  rw [Matrix.mul_one, Matrix.one_mulVec] at hG
  have hC := kramersFrame_scalar hK hW v
  have hs : star v ⬝ᵥ v ≠ 0 := fun h => hv0 (dotProduct_star_self_eq_zero.mp h)
  generalize kramersFrame U v = V at hPV hG hC
  generalize star v ⬝ᵥ v = s at hG hs
  generalize star v ⬝ᵥ W *ᵥ v = c at hC
  obtain ⟨r, hr⟩ : ∃ r : ℂ, r * s = 1 := ⟨s⁻¹, inv_mul_cancel₀ hs⟩
  -- the pair exhausts the occupied space: the remainder `D` has `D† D = D` and trace zero
  have hVP : Vᴴ * P = Vᴴ := by
    simpa [hH.eq] using congrArg Matrix.conjTranspose hPV
  have hPK : P * (V * Vᴴ) = V * Vᴴ := by rw [← Matrix.mul_assoc, hPV]
  have hKP : V * Vᴴ * P = V * Vᴴ := by rw [Matrix.mul_assoc, hVP]
  have hKK : V * Vᴴ * (V * Vᴴ) = s • (V * Vᴴ) := by
    rw [Matrix.mul_assoc, ← Matrix.mul_assoc Vᴴ, hG, Matrix.smul_mul, Matrix.one_mul,
      Matrix.mul_smul]
  have hD : (P - r • (V * Vᴴ))ᴴ * (P - r • (V * Vᴴ)) = P - r • (V * Vᴴ) := by
    have hc : r • s • (V * Vᴴ) = V * Vᴴ := by rw [smul_smul, hr, one_smul]
    rw [Matrix.conjTranspose_sub, Matrix.conjTranspose_smul, Matrix.conjTranspose_mul,
      Matrix.conjTranspose_conjTranspose, hH.eq, Matrix.sub_mul, Matrix.mul_sub, Matrix.smul_mul,
      Matrix.mul_sub, Matrix.mul_smul, Matrix.mul_smul, hPP, hPK, hKP, hKK, hc]
    module
  have hD0 : (P - r • (V * Vᴴ)).trace = 0 := by
    rw [Matrix.trace_sub, Matrix.trace_smul, Matrix.trace_mul_comm, hG, Matrix.trace_smul,
      Matrix.trace_one, htr, Fintype.card_fin, smul_eq_mul, smul_eq_mul]
    push_cast
    linear_combination (-2 : ℂ) * hr
  have hPr : P = r • (V * Vᴴ) := by
    rw [← hD] at hD0
    exact sub_eq_zero.mp (Matrix.trace_conjTranspose_mul_self_eq_zero_iff.mp hD0)
  obtain ⟨k, hk⟩ : ∃ k : ℂ, W = k • P := by
    refine ⟨r * c, ?_⟩
    calc W = P * W * P := by rw [hPW, hWP]
      _ = (r • (V * Vᴴ)) * W * (r • (V * Vᴴ)) := by rw [← hPr]
      _ = r • r • (V * (Vᴴ * W * V) * Vᴴ) := by
          simp only [Matrix.smul_mul, Matrix.mul_smul, Matrix.mul_assoc]
      _ = (r * c) • P := by
          rw [hC, Matrix.mul_smul, Matrix.mul_one, Matrix.smul_mul, hPr]
          module
  rw [hk, Matrix.trace_smul, htr, smul_eq_mul, mul_div_cancel_right₀ _ two_ne_zero]

omit [DecidableEq n] in
/-- A Wilson line can be extended at its starting point. -/
theorem wilsonLine_succ_left (P : ZMod N → Matrix n n ℂ) (a : ZMod N) (k : ℕ) :
    wilsonLine P a (k + 1) = P a * wilsonLine P (a + 1) k := by
  induction k with
  | zero => simp [wilsonLine]
  | succ k ih =>
    have e : a + ((k + 1 + 1 : ℕ) : ZMod N) = a + 1 + ((k + 1 : ℕ) : ZMod N) := by
      push_cast
      ring
    change wilsonLine P a (k + 1) * P (a + ((k + 1 + 1 : ℕ) : ZMod N)) =
      P a * (wilsonLine P (a + 1) k * P (a + 1 + ((k + 1 : ℕ) : ZMod N)))
    rw [ih, e, Matrix.mul_assoc]

/-- For unitary `U` and Hermitian `P_j` with `T P_j T⁻¹ = P_(-j)`, time reversal turns the line
from `a` to `a + k` into the adjoint of the line from `-a - k` to `-a`. -/
theorem reversed_wilsonLine {U : Matrix n n ℂ} (hU : Uᴴ * U = 1) {P : ZMod N → Matrix n n ℂ}
    (hH : ∀ j, (P j).IsHermitian) (hT : ∀ j, reversed U (P j) = P (-j)) (a : ZMod N) (k : ℕ) :
    reversed U (wilsonLine P a k) = (wilsonLine P (-a - (k : ZMod N)) k)ᴴ := by
  induction k with
  | zero => simp [wilsonLine, hT, (hH _).eq]
  | succ k ih =>
    have e1 : -a - ((k + 1 : ℕ) : ZMod N) + 1 = -a - (k : ZMod N) := by
      push_cast
      ring
    have e2 : -(a + ((k + 1 : ℕ) : ZMod N)) = -a - ((k + 1 : ℕ) : ZMod N) := by ring
    change reversed U (wilsonLine P a k * P (a + ((k + 1 : ℕ) : ZMod N))) = _
    rw [wilsonLine_succ_left P (-a - ((k + 1 : ℕ) : ZMod N)) k, Matrix.conjTranspose_mul,
      (hH _).eq, e1, ← ih, ← e2, ← hT, ← reversed_mul hU]

/-- Let `T` be antiunitary with `T² = -1`, and let the `P_j` be Hermitian with
`T P_j T⁻¹ = P_(-j)`. If `P_0` is a projection of trace 2, the loop product is
`W = (tr W / 2) P_0`. -/
theorem wilsonLoop_eq_scalar {U : Matrix n n ℂ} (hK : IsKramers U) {P : ZMod N → Matrix n n ℂ}
    (hH : ∀ j, (P j).IsHermitian) (hT : ∀ j, reversed U (P j) = P (-j))
    (hP : P 0 * P 0 = P 0) (htr : (P 0).trace = 2) :
    wilsonLoop P = ((wilsonLoop P).trace / 2) • P 0 := by
  have hl : ∀ k, P 0 * wilsonLine P 0 k = wilsonLine P 0 k := by
    intro k
    cases k with
    | zero => exact hP
    | succ k => rw [wilsonLine_succ_left, ← Matrix.mul_assoc, hP]
  refine scalar_of_reversed hK (hH 0) hP htr (by rw [hT, neg_zero]) (hl N) ?_
  have h := reversed_wilsonLine hK.unitary hH hT 0 N
  rwa [ZMod.natCast_self, neg_zero, sub_zero] at h

/-- Under the assumptions of `wilsonLoop_eq_scalar`, every eigenvalue of the loop product with an
eigenvector in the range of `P_0` equals `tr W / 2`. -/
theorem wannier_eigenvalue {U : Matrix n n ℂ} (hK : IsKramers U) {P : ZMod N → Matrix n n ℂ}
    (hH : ∀ j, (P j).IsHermitian) (hT : ∀ j, reversed U (P j) = P (-j))
    (hP : P 0 * P 0 = P 0) (htr : (P 0).trace = 2) {v : n → ℂ} {z : ℂ} (hv : v ≠ 0)
    (hocc : P 0 *ᵥ v = v) (hz : wilsonLoop P *ᵥ v = z • v) :
    z = (wilsonLoop P).trace / 2 := by
  rw [wilsonLoop_eq_scalar hK hH hT hP htr, Matrix.smul_mulVec, hocc] at hz
  exact (smul_left_injective ℂ hv hz).symm

/-- The matrix `U` of time reversal for two spin-1/2 orbitals. -/
def spinU : Matrix (Fin 4) (Fin 4) ℂ := !![0, -1, 0, 0; 1, 0, 0, 0; 0, 0, 0, -1; 0, 0, 1, 0]

/-- Three projections on two spin-1/2 orbitals, one for each point of `Z/3`. -/
def spinBands : ZMod 3 → Matrix (Fin 4) (Fin 4) ℂ :=
  ![!![1, 0, 0, 0; 0, 1, 0, 0; 0, 0, 0, 0; 0, 0, 0, 0],
    !![1/2, 0, 1/2, 0; 0, 1/2, 0, Complex.I/2; 1/2, 0, 1/2, 0; 0, -Complex.I/2, 0, 1/2],
    !![1/2, 0, -Complex.I/2, 0; 0, 1/2, 0, 1/2; Complex.I/2, 0, 1/2, 0; 0, 1/2, 0, 1/2]]

set_option maxHeartbeats 400000 in
/-- The bands `spinBands` with the time reversal `spinU` meet all the assumptions of
`wilsonLoop_eq_scalar`, and every band projection has trace 2. -/
theorem wilsonLoop_witness : IsKramers spinU ∧ (∀ j, (spinBands j).IsHermitian) ∧
    (∀ j, reversed spinU (spinBands j) = spinBands (-j)) ∧
    (∀ j, spinBands j * spinBands j = spinBands j) ∧ ∀ j, (spinBands j).trace = 2 := by
  have n1 : (-1 : ZMod 3) = 2 := by decide
  have n2 : (-2 : ZMod 3) = 1 := by decide
  have cases3 : ∀ j : ZMod 3, j = 0 ∨ j = 1 ∨ j = 2 := by decide
  have b0 : spinBands 0 = !![1, 0, 0, 0; 0, 1, 0, 0; 0, 0, 0, 0; 0, 0, 0, 0] := rfl
  have b1 : spinBands 1 = !![1/2, 0, 1/2, 0; 0, 1/2, 0, Complex.I/2; 1/2, 0, 1/2, 0;
    0, -Complex.I/2, 0, 1/2] := rfl
  have b2 : spinBands 2 = !![1/2, 0, -Complex.I/2, 0; 0, 1/2, 0, 1/2; Complex.I/2, 0, 1/2, 0;
    0, 1/2, 0, 1/2] := rfl
  refine ⟨⟨?_, ?_⟩, ?_, ?_, ?_, ?_⟩
  · ext i j
    fin_cases i <;> fin_cases j <;> simp [spinU, Matrix.mul_apply, Fin.sum_univ_four]
  · intro v
    ext i
    fin_cases i <;> simp [timeReversal, spinU, Matrix.mulVec, dotProduct, Fin.sum_univ_four]
  · intro j
    rcases cases3 j with rfl | rfl | rfl <;> simp only [b0, b1, b2] <;> ext i j <;>
      fin_cases i <;> fin_cases j <;> norm_num [Complex.ext_iff]
  · intro j
    rcases cases3 j with rfl | rfl | rfl <;> simp only [neg_zero, n1, n2, b0, b1, b2] <;>
      ext i j <;> fin_cases i <;> fin_cases j <;>
      simp only [reversed, spinU, Matrix.mul_apply, Matrix.map_apply,
        Matrix.conjTranspose_apply, Fin.sum_univ_four] <;>
      simp
  · intro j
    rcases cases3 j with rfl | rfl | rfl <;> simp only [b0, b1, b2] <;> ext i j <;>
      fin_cases i <;> fin_cases j <;>
      simp only [Matrix.mul_apply, Fin.sum_univ_four] <;>
      simp [Complex.ext_iff] <;> norm_num
  · intro j
    rcases cases3 j with rfl | rfl | rfl <;> simp only [b0, b1, b2] <;>
      simp only [Matrix.trace, Matrix.diag_apply, Fin.sum_univ_four] <;> simp <;> norm_num

end

end WilsonLoopKramers
```

```lean
#print axioms WilsonLoopKramers.reversed_wilsonLine
#print axioms WilsonLoopKramers.wannier_eigenvalue
```

```
'WilsonLoopKramers.reversed_wilsonLine' depends on axioms: [propext, Classical.choice, Quot.sound]
'WilsonLoopKramers.wannier_eigenvalue' depends on axioms: [propext, Classical.choice, Quot.sound]
```

`inner_timeReversal`, `reversed_mulVec` and `reversed_mul` supply the rules for \(T\). `reversed_wilsonLine` proves the adjoint relation by induction on the length of an open line, using `wilsonLine_succ_left` to add a factor at the other end; closing the line gives \(TWT^{-1}=W^\dagger\).

`kramersFrame_scalar` computes the four matrix elements: `move` is the displayed inner-product identity, and `h1` and `h2` are the two vanishing elements. `scalar_of_reversed` then finds the occupied pair, shows \(D=0\) through `hD` and `hD0`, and compresses \(W\) in the final `calc`. It gets \(WP_0=W\) by time-reversing \(P_0W=W\) and taking the adjoint.

`wilsonLoop_witness` exhibits three rank-2 projections on two spin-1/2 orbitals that meet every assumption.

The remaining step to the Wannier centres is to read the phase of \(\operatorname{tr}W/2\) as a position in the unit cell. That needs a nonzero trace. Because the Bloch phases ignore where orbitals sit inside the cell, the position is the one found with every orbital placed at its cell's origin, and on a finite mesh it only approximates that Wannier centre of the continuous line. For non-interacting electrons with two occupied bands, one can follow the centres on a fine mesh from \(k_y=0\) to \(\pi\) and count how often they cross a generic fixed position in the unit cell. Because the centres coincide at both ends, the parity of that count doesn't depend on the position chosen; it is the \(\mathbb Z_2\) invariant.
